# Elastic scattering on a lighter target at rest: \(\sin\theta\le m/M\) and \(t\ge-4m^2|\mathbf p|^2/s\)

My simulation of muons scattering elastically on electrons, taken as free and at rest, drew the muon's laboratory angle \(\theta\) from all of \([0,\pi]\), and the solver for the outgoing momentum returned square roots of negative numbers. My range for the squared four-momentum transfer \(t\) was also too wide. I have been told that a projectile of mass \(M\) and momentum \(\mathbf p\neq0\) on a target of mass \(m<M\) obeys \(\sin\theta\le m/M\) at any energy, and that \(t\ge-4m^2|\mathbf p|^2/s\), with \(s\) the squared total four-momentum. Can this be derived rigorously and machine-checked, and are the limits reached?

## Both limits follow from the mass shell of the recoil

Set \(c=1\). The projectile goes from \(k=(E,\mathbf p)\) to \(k'=(E',\mathbf p')\), with \(E^2-|\mathbf p|^2=E'^2-|\mathbf p'|^2=M^2\). The recoil \(q=(E+m-E',\,\mathbf p-\mathbf p')\) has \(q^2=m^2\). Expanding this with \(A=E+m\) and \(B=M^2+mE\) gives
\[ \mathbf p\cdot\mathbf p'=AE'-B. \]
Since \(B^2-M^2A^2=(m^2-M^2)|\mathbf p|^2\),
\[ m^2|\mathbf p|^2|\mathbf p'|^2-M^2\left(|\mathbf p|^2|\mathbf p'|^2-(\mathbf p\cdot\mathbf p')^2\right)=(B^2-M^2A^2)(E'^2-M^2)+M^2(AE'-B)^2=(BE'-M^2A)^2\ge0. \]
The bracket equals \(|\mathbf p\times\mathbf p'|^2=|\mathbf p|^2|\mathbf p'|^2\sin^2\theta\), so \(|\mathbf p\times\mathbf p'|\le(m/M)|\mathbf p||\mathbf p'|\). Dividing by the norms needs \(\mathbf p'\ne0\). The rearrangement \(\mathbf p\cdot\mathbf p'=(E+m)(E'-M)+(E-M)(M-m)\) is positive when \(\mathbf p\neq0\) and \(0\le m<M\), because then \(E>M\) and \(E'\ge M\). Hence \(\mathbf p'\neq0\), \(\theta<\pi/2\), \(\sin\theta\le m/M\) and \(\theta\le\arcsin(m/M)\), with \(\sin\theta=m/M\) exactly when \(BE'=M^2A\).

For the transfer put \(T=E-E'\). Then \(t=(k-k')^2=2M^2-2EE'+2\,\mathbf p\cdot\mathbf p'=-2mT\), so \(|\mathbf p-\mathbf p'|^2=T^2+2mT\), and \(\mathbf p\cdot(\mathbf p-\mathbf p')=AT\). Cauchy–Schwarz gives \(A^2T^2\le|\mathbf p|^2(T^2+2mT)\). For \(m>0\), \(s=A^2-|\mathbf p|^2=M^2+m^2+2mE>0\). Dividing by \(T>0\) yields \(Ts\le2m|\mathbf p|^2\), which is trivially true for \(T\le0\), and multiplying by \(-2m/s\) gives the bound on \(t\).

### Momenta, masses and angle in Lean

A four-momentum is a pair in `ℝ × V`, with `k.1` the energy and `k.2` the momentum in any real inner product space; `msq` fixes the signature \((+,-,-,-)\). `OnShell M k` demands positive energy, which selects the physical sheet of the mass hyperboloid, and `msq k = M ^ 2`. `Elastic M m k k' q` puts three momenta on shell and imposes `k + (m, 0) = k' + q`, where `(m, 0)` is the target at rest. `mandelstamS` and `mandelstamT` are \(s\) and \(t\).

`lab_bounds` states, in three dimensions and for \(0<m<M\), the cross-product bound, the sine bound when \(\mathbf p\ne0\), and the bound on \(t\). `angle_bound` holds in any dimension and adds the arcsine form and the equality condition (its hypothesis reads \(0\le m\), but the case \(m=0\) is empty: the shells then force \(k'=k\) and \(q=0\), which violates the positive recoil energy); `t_bound` needs only \(m>0\), for any mass ratio. Mathlib's `angle` returns \(\pi/2\) if a vector vanishes, which is why `k.2 ≠ 0` is assumed and \(\mathbf p'\neq0\) derived. The content is kinematics only: no amplitude, spin, radiated photon, binding or target motion enters, and the upper limit \(t\le0\) is not among the theorems.

```lean
import Mathlib

open InnerProductGeometry

namespace HeavyProjectileLabKinematics

noncomputable section

variable {V : Type*} [NormedAddCommGroup V] [InnerProductSpace ℝ V]
variable {M m : ℝ} {k k' q : ℝ × V}

/-- Minkowski square `E² - ‖p‖²` of a momentum `(E, p)`. -/
def msq (k : ℝ × V) : ℝ := k.1 ^ 2 - ‖k.2‖ ^ 2

/-- `k` has positive energy and lies on the mass shell of mass `M`. -/
structure OnShell (M : ℝ) (k : ℝ × V) : Prop where
  pos : 0 < k.1
  shell : msq k = M ^ 2

/-- A projectile of mass `M` goes from `k` to `k'` on a target of mass `m` at rest, which
recoils with `q`; all are on shell and energy and momentum are conserved. -/
structure Elastic (M m : ℝ) (k k' q : ℝ × V) : Prop where
  projIn : OnShell M k
  projOut : OnShell M k'
  recoil : OnShell m q
  conserve : k + (m, 0) = k' + q

/-- The invariant `s` for a projectile `k` and a target of mass `m` at rest. -/
def mandelstamS (m : ℝ) (k : ℝ × V) : ℝ := msq (k + (m, 0))

/-- The invariant `t = (k - k')²`. -/
def mandelstamT (k k' : ℝ × V) : ℝ := msq (k - k')

/-- Euclidean three-space of momenta. -/
abbrev E3 := EuclideanSpace ℝ (Fin 3)

/-- The vector product of two three-momenta. -/
def cross (a b : E3) : E3 := WithLp.toLp 2 (crossProduct a.ofLp b.ofLp)

/-- The energies fix the scalar product: `p·p' = (E + m) E' - (M² + m E)`. -/
theorem inner_eq (h : Elastic M m k k' q) :
    inner ℝ k.2 k'.2 = (k.1 + m) * k'.1 - (M ^ 2 + m * k.1) := by
  have hE : k.1 + m = k'.1 + q.1 := by simpa using congrArg Prod.fst h.conserve
  have hp : k.2 = k'.2 + q.2 := by simpa using congrArg Prod.snd h.conserve
  have hq2 : q.2 = k.2 - k'.2 := by rw [hp]; abel
  have hq1 : q.1 = k.1 + m - k'.1 := by linarith
  have h1 : k.1 ^ 2 - ‖k.2‖ ^ 2 = M ^ 2 := h.projIn.shell
  have h2 : k'.1 ^ 2 - ‖k'.2‖ ^ 2 = M ^ 2 := h.projOut.shell
  have h3 : q.1 ^ 2 - ‖q.2‖ ^ 2 = m ^ 2 := h.recoil.shell
  -- mass shell of the recoil in terms of k and k'
  rw [hq1, hq2, norm_sub_sq_real] at h3
  linear_combination (1 / 2) * h3 - (1 / 2) * h1 - (1 / 2) * h2

/-- `m²‖p‖²‖p'‖² - M²(‖p‖²‖p'‖² - (p·p')²)` is the square of `(M² + mE)E' - M²(E + m)`. -/
theorem transverse_identity (h : Elastic M m k k' q) :
    m ^ 2 * (‖k.2‖ ^ 2 * ‖k'.2‖ ^ 2)
        - M ^ 2 * (‖k.2‖ ^ 2 * ‖k'.2‖ ^ 2 - inner ℝ k.2 k'.2 ^ 2)
      = ((M ^ 2 + m * k.1) * k'.1 - M ^ 2 * (k.1 + m)) ^ 2 := by
  have h1 : ‖k.2‖ ^ 2 = k.1 ^ 2 - M ^ 2 := by have := h.projIn.shell; unfold msq at this; linarith
  have h2 : ‖k'.2‖ ^ 2 = k'.1 ^ 2 - M ^ 2 := by
    have := h.projOut.shell; unfold msq at this; linarith
  rw [inner_eq h, h1, h2]; ring

/-- A moving projectile heavier than the target has `p·p' > 0`. -/
theorem forward (h : Elastic M m k k' q) (hm : 0 ≤ m) (hmM : m < M) (hp : k.2 ≠ 0) :
    0 < inner ℝ k.2 k'.2 := by
  have hM : 0 < M := by linarith
  have h1 : k.1 ^ 2 - ‖k.2‖ ^ 2 = M ^ 2 := h.projIn.shell
  have h2 : k'.1 ^ 2 - ‖k'.2‖ ^ 2 = M ^ 2 := h.projOut.shell
  have hP : 0 < ‖k.2‖ ^ 2 := pow_pos (norm_pos_iff.mpr hp) 2
  have hE : M < k.1 := by
    by_contra hc
    nlinarith [mul_nonneg (sub_nonneg.2 (not_lt.mp hc)) (add_pos hM h.projIn.pos).le]
  have hE' : M ≤ k'.1 := by
    by_contra hc
    nlinarith [mul_pos (sub_pos.2 (not_le.mp hc)) (add_pos hM h.projOut.pos), sq_nonneg ‖k'.2‖]
  -- p·p' = (E + m)(E' - M) + (E - M)(M - m)
  rw [inner_eq h]
  nlinarith [mul_nonneg (add_nonneg h.projIn.pos.le hm) (sub_nonneg.2 hE'),
    mul_pos (sub_pos.2 hE) (sub_pos.2 hmM)]

/-- For `m < M` and `p ≠ 0` the scattering angle obeys `sin θ ≤ m/M` and `θ ≤ arcsin (m/M)`,
and `sin θ = m/M` exactly when `(M² + mE)E' = M²(E + m)`. -/
theorem angle_bound (h : Elastic M m k k' q) (hm : 0 ≤ m) (hmM : m < M) (hp : k.2 ≠ 0) :
    Real.sin (angle k.2 k'.2) ≤ m / M ∧ angle k.2 k'.2 ≤ Real.arcsin (m / M) ∧
      (Real.sin (angle k.2 k'.2) = m / M ↔ (M ^ 2 + m * k.1) * k'.1 = M ^ 2 * (k.1 + m)) := by
  have hM : 0 < M := by linarith
  have hf := forward h hm hmM hp
  have hp' : k'.2 ≠ 0 := by intro h0; rw [h0] at hf; simp at hf
  have hN : 0 < ‖k.2‖ * ‖k'.2‖ := mul_pos (norm_pos_iff.mpr hp) (norm_pos_iff.mpr hp')
  have hs := Real.sin_nonneg_of_nonneg_of_le_pi (angle_nonneg k.2 k'.2) (angle_le_pi _ _)
  have ha := mul_nonneg (mul_nonneg hM.le hs) hN.le
  have hb := mul_nonneg hm hN.le
  have key : (m * (‖k.2‖ * ‖k'.2‖)) ^ 2 - (M * Real.sin (angle k.2 k'.2) * (‖k.2‖ * ‖k'.2‖)) ^ 2
      = ((M ^ 2 + m * k.1) * k'.1 - M ^ 2 * (k.1 + m)) ^ 2 := by
    rw [← transverse_identity h, ← cos_angle_mul_norm_mul_norm k.2 k'.2]
    linear_combination
      (-M ^ 2 * (‖k.2‖ * ‖k'.2‖) ^ 2) * Real.sin_sq_add_cos_sq (angle k.2 k'.2)
  have hsin : Real.sin (angle k.2 k'.2) ≤ m / M := by
    have h2 := (pow_le_pow_iff_left₀ ha hb two_ne_zero).mp
      (sub_nonneg.mp (by rw [key]; exact sq_nonneg _))
    have := le_of_mul_le_mul_right h2 hN
    rw [le_div_iff₀ hM]; linarith
  have hhalf : angle k.2 k'.2 ≤ Real.pi / 2 :=
    Real.arccos_le_pi_div_two.mpr (div_pos hf hN).le
  refine ⟨hsin, ?_, fun he => ?_, fun hD => ?_⟩
  · have h0 : -(Real.pi / 2) ≤ angle k.2 k'.2 := by
      linarith [angle_nonneg k.2 k'.2, Real.pi_pos]
    rw [← Real.arcsin_sin h0 hhalf]
    exact Real.monotone_arcsin hsin
  · have h3 : M * Real.sin (angle k.2 k'.2) = m := by rw [he]; field_simp
    rw [h3, sub_self] at key
    exact sub_eq_zero.mp ((pow_eq_zero_iff two_ne_zero).mp key.symm)
  · rw [hD, sub_self, zero_pow two_ne_zero, sub_eq_zero] at key
    have := mul_right_cancel₀ hN.ne' ((sq_eq_sq₀ hb ha).mp key)
    rw [eq_div_iff hM.ne']; linarith

/-- The momentum transfer is fixed by the energy loss: `t = -2m(E - E')`. -/
theorem t_eq (h : Elastic M m k k' q) : mandelstamT k k' = -2 * m * (k.1 - k'.1) := by
  have h1 : k.1 ^ 2 - ‖k.2‖ ^ 2 = M ^ 2 := h.projIn.shell
  have h2 : k'.1 ^ 2 - ‖k'.2‖ ^ 2 = M ^ 2 := h.projOut.shell
  show (k.1 - k'.1) ^ 2 - ‖k.2 - k'.2‖ ^ 2 = _
  rw [norm_sub_sq_real, inner_eq h]
  linear_combination h1 + h2

/-- For a target of mass `m > 0`, `s > 0` and `t ≥ -4m²‖p‖²/s`. -/
theorem t_bound (h : Elastic M m k k' q) (hm : 0 < m) :
    0 < mandelstamS m k ∧ -4 * m ^ 2 * ‖k.2‖ ^ 2 / mandelstamS m k ≤ mandelstamT k k' := by
  have h1 : k.1 ^ 2 - ‖k.2‖ ^ 2 = M ^ 2 := h.projIn.shell
  have hs : mandelstamS m k = (k.1 + m) ^ 2 - ‖k.2‖ ^ 2 := by simp [mandelstamS, msq]
  have hpos : 0 < (k.1 + m) ^ 2 - ‖k.2‖ ^ 2 := by
    nlinarith [sq_nonneg M, mul_pos hm h.projIn.pos, mul_pos hm hm]
  have ht : (k.1 - k'.1) ^ 2 - ‖k.2 - k'.2‖ ^ 2 = -2 * m * (k.1 - k'.1) := t_eq h
  have hq : ‖k.2 - k'.2‖ ^ 2 = (k.1 - k'.1) ^ 2 + 2 * m * (k.1 - k'.1) := by linarith
  have hin : inner ℝ k.2 (k.2 - k'.2) = (k.1 + m) * (k.1 - k'.1) := by
    rw [inner_sub_right, real_inner_self_eq_norm_sq, inner_eq h]; linear_combination -h1
  -- Cauchy-Schwarz for p and the transferred momentum
  have cs := real_inner_mul_inner_self_le k.2 (k.2 - k'.2)
  rw [hin, real_inner_self_eq_norm_sq, real_inner_self_eq_norm_sq, hq] at cs
  have key : (k.1 - k'.1) * ((k.1 + m) ^ 2 - ‖k.2‖ ^ 2) ≤ 2 * m * ‖k.2‖ ^ 2 := by
    rcases le_or_gt (k.1 - k'.1) 0 with hT | hT
    · nlinarith [mul_nonneg (neg_nonneg.2 hT) hpos.le, mul_nonneg hm.le (sq_nonneg ‖k.2‖)]
    · exact le_of_mul_le_mul_left (by nlinarith [cs]) hT
  rw [hs, div_le_iff₀ hpos, t_eq h]
  exact ⟨hpos, by nlinarith [mul_le_mul_of_nonneg_left key hm.le]⟩

/-- Lagrange's identity `‖a × b‖² = ‖a‖²‖b‖² - (a·b)²`. -/
theorem norm_cross_sq (a b : E3) :
    ‖cross a b‖ ^ 2 = ‖a‖ ^ 2 * ‖b‖ ^ 2 - inner ℝ a b ^ 2 := by
  have hn : ∀ v : E3, ‖v‖ ^ 2 = v 0 ^ 2 + v 1 ^ 2 + v 2 ^ 2 := by
    intro v; simp [EuclideanSpace.norm_sq_eq, Fin.sum_univ_three]
  have hi : inner ℝ a b = a 0 * b 0 + a 1 * b 1 + a 2 * b 2 := by
    simp [PiLp.inner_apply, Fin.sum_univ_three]
    ring
  rw [hi, hn (cross a b), hn a, hn b]
  simp [cross, cross_apply]
  ring

/-- Elastic scattering on a lighter target at rest in three dimensions:
`‖p × p'‖ ≤ (m/M)‖p‖‖p'‖`, `sin θ ≤ m/M` for `p ≠ 0`, and `t ≥ -4m²‖p‖²/s`. -/
theorem lab_bounds {k k' q : ℝ × E3} (h : Elastic M m k k' q) (hm : 0 < m) (hmM : m < M) :
    ‖cross k.2 k'.2‖ ≤ m / M * ‖k.2‖ * ‖k'.2‖ ∧
      (k.2 ≠ 0 → Real.sin (angle k.2 k'.2) ≤ m / M) ∧
      -4 * m ^ 2 * ‖k.2‖ ^ 2 / mandelstamS m k ≤ mandelstamT k k' := by
  have hM : 0 < M := by linarith
  refine ⟨?_, fun hp => (angle_bound h hm.le hmM hp).1, (t_bound h hm).2⟩
  have key : M * ‖cross k.2 k'.2‖ ≤ m * (‖k.2‖ * ‖k'.2‖) := by
    refine (pow_le_pow_iff_left₀ (by positivity) (by positivity) two_ne_zero).mp ?_
    simp only [mul_pow]
    rw [norm_cross_sq, ← sub_nonneg, transverse_identity h]
    exact sq_nonneg _
  have e : m / M * ‖k.2‖ * ‖k'.2‖ = m * (‖k.2‖ * ‖k'.2‖) / M := by ring
  rw [e, le_div_iff₀ hM]; linarith

/-- Recoil along `p` with energy `m + 2m‖p‖²/s` and momentum `2m(E + m)p/s`. -/
def headOnRecoil (m : ℝ) (k : ℝ × V) : ℝ × V :=
  (m + 2 * m / mandelstamS m k * ‖k.2‖ ^ 2, (2 * m / mandelstamS m k * (k.1 + m)) • k.2)

/-- The head-on recoil is an elastic event with `t = -4m²‖p‖²/s`. -/
theorem t_bound_witness (hk : OnShell M k) (hm : 0 < m) :
    Elastic M m k (k + (m, 0) - headOnRecoil m k) (headOnRecoil m k) ∧
      mandelstamT k (k + (m, 0) - headOnRecoil m k)
        = -4 * m ^ 2 * ‖k.2‖ ^ 2 / mandelstamS m k := by
  have h1 : k.1 ^ 2 - ‖k.2‖ ^ 2 = M ^ 2 := hk.shell
  have hE := hk.pos
  have hs : mandelstamS m k = (k.1 + m) ^ 2 - ‖k.2‖ ^ 2 := by simp [mandelstamS, msq]
  have hpos : 0 < mandelstamS m k := by
    rw [hs]; nlinarith [sq_nonneg M, mul_pos hm hE, mul_pos hm hm]
  obtain ⟨r, hr0⟩ : ∃ r, r = 2 * m / mandelstamS m k := ⟨_, rfl⟩
  have hrp : 0 < r := by rw [hr0]; positivity
  have hr : r * ((k.1 + m) ^ 2 - ‖k.2‖ ^ 2) = 2 * m := by rw [hr0, ← hs]; field_simp
  have hq : headOnRecoil m k = (m + r * ‖k.2‖ ^ 2, (r * (k.1 + m)) • k.2) := by rw [hr0]; rfl
  have hn : ∀ c : ℝ, ‖c • k.2‖ ^ 2 = c ^ 2 * ‖k.2‖ ^ 2 := fun c => by
    rw [norm_smul, mul_pow, Real.norm_eq_abs, sq_abs]
  have e2 : k.2 + 0 - (r * (k.1 + m)) • k.2 = (1 - r * (k.1 + m)) • k.2 := by
    rw [add_zero, sub_smul, one_smul]
  have hel : Elastic M m k (k + (m, 0) - headOnRecoil m k) (headOnRecoil m k) := by
    rw [hq]
    refine ⟨hk, ⟨?_, ?_⟩, ⟨?_, ?_⟩, (sub_add_cancel _ _).symm⟩
    · show 0 < k.1 + m - (m + r * ‖k.2‖ ^ 2)
      have e : mandelstamS m k * (k.1 + m - (m + r * ‖k.2‖ ^ 2))
          = k.1 * (M ^ 2 + m ^ 2) + 2 * m * M ^ 2 := by
        rw [hs]; linear_combination (k.1 + 2 * m) * h1 - ‖k.2‖ ^ 2 * hr
      exact (mul_pos_iff_of_pos_left hpos).mp (by rw [e]; positivity)
    · show (k.1 + m - (m + r * ‖k.2‖ ^ 2)) ^ 2 - ‖k.2 + 0 - (r * (k.1 + m)) • k.2‖ ^ 2 = _
      rw [e2, hn]; linear_combination h1 - r * ‖k.2‖ ^ 2 * hr
    · show 0 < m + r * ‖k.2‖ ^ 2
      positivity
    · show (m + r * ‖k.2‖ ^ 2) ^ 2 - ‖(r * (k.1 + m)) • k.2‖ ^ 2 = _
      rw [hn]; linear_combination (-r * ‖k.2‖ ^ 2) * hr
  refine ⟨hel, ?_⟩
  rw [t_eq hel, hq]
  show -2 * m * (k.1 - (k.1 + m - (m + r * ‖k.2‖ ^ 2))) = _
  rw [hr0]; ring

/-- Outgoing projectile momentum `(M²(E + m), (M² - m²)P, m√(M² - m²)P, 0)/(M² + mE)`. -/
def maxAngleOut (M m E P : ℝ) : ℝ × E3 :=
  (M ^ 2 * (E + m) / (M ^ 2 + m * E),
    !₂[(M ^ 2 - m ^ 2) * P / (M ^ 2 + m * E), m * √(M ^ 2 - m ^ 2) * P / (M ^ 2 + m * E), 0])

/-- For an incoming `(E, P, 0, 0)` with `P ≠ 0`, scattering into `maxAngleOut` is an elastic
event with `sin θ = m/M`. -/
theorem angle_bound_witness {E P : ℝ} (hm : 0 < m) (hmM : m < M) (hE : 0 < E) (hP : P ≠ 0)
    (h1 : E ^ 2 - P ^ 2 = M ^ 2) :
    Elastic M m (E, !₂[P, 0, 0]) (maxAngleOut M m E P)
        ((E, !₂[P, 0, 0]) + (m, 0) - maxAngleOut M m E P) ∧
      Real.sin (angle (!₂[P, 0, 0] : E3) (maxAngleOut M m E P).2) = m / M := by
  have hM : 0 < M := by linarith
  obtain ⟨r, hr0⟩ : ∃ r, r = (M ^ 2 + m * E)⁻¹ := ⟨_, rfl⟩
  obtain ⟨w, hw0⟩ : ∃ w, w = √(M ^ 2 - m ^ 2) := ⟨_, rfl⟩
  have hrp : 0 < r := by rw [hr0]; positivity
  have hr : (M ^ 2 + m * E) * r = 1 := by rw [hr0]; exact mul_inv_cancel₀ (by positivity)
  have hw : w ^ 2 = M ^ 2 - m ^ 2 := by rw [hw0]; exact Real.sq_sqrt (by nlinarith)
  have hk : maxAngleOut M m E P
      = (M ^ 2 * (E + m) * r, !₂[(M ^ 2 - m ^ 2) * P * r, m * w * P * r, 0]) := by
    rw [hr0, hw0]; simp only [maxAngleOut, div_eq_mul_inv]
  have hn : ∀ a b c : ℝ, ‖(!₂[a, b, c] : E3)‖ ^ 2 = a ^ 2 + b ^ 2 + c ^ 2 := by
    intro a b c; simp [EuclideanSpace.norm_sq_eq, Fin.sum_univ_three]
  have e2 : ∀ x y : ℝ, (!₂[P, 0, 0] : E3) + 0 - !₂[x, y, 0] = !₂[P - x, -y, 0] := by
    intro x y; ext i; fin_cases i <;> simp
  have hout : (M ^ 2 * (E + m) * r) ^ 2
      - (((M ^ 2 - m ^ 2) * P * r) ^ 2 + (m * w * P * r) ^ 2 + 0 ^ 2) = M ^ 2 := by
    linear_combination (-m ^ 2 * P ^ 2 * r ^ 2) * hw + M ^ 2 * r ^ 2 * (M ^ 2 - m ^ 2) * h1
      + M ^ 2 * ((M ^ 2 + m * E) * r + 1) * hr
  have hel : Elastic M m (E, !₂[P, 0, 0]) (maxAngleOut M m E P)
      ((E, !₂[P, 0, 0]) + (m, 0) - maxAngleOut M m E P) := by
    rw [hk]
    refine ⟨⟨hE, ?_⟩, ⟨?_, ?_⟩, ⟨?_, ?_⟩, (add_sub_cancel _ _).symm⟩
    · show E ^ 2 - ‖(!₂[P, 0, 0] : E3)‖ ^ 2 = _
      rw [hn]; linear_combination h1
    · show 0 < M ^ 2 * (E + m) * r
      positivity
    · show (M ^ 2 * (E + m) * r) ^ 2
        - ‖(!₂[(M ^ 2 - m ^ 2) * P * r, m * w * P * r, 0] : E3)‖ ^ 2 = _
      rw [hn]; exact hout
    · show 0 < E + m - M ^ 2 * (E + m) * r
      have e : E + m - M ^ 2 * (E + m) * r = (E + m) * m * E * r := by
        linear_combination (-(E + m)) * hr
      rw [e]; positivity
    · show (E + m - M ^ 2 * (E + m) * r) ^ 2
        - ‖(!₂[P, 0, 0] : E3) + 0 - !₂[(M ^ 2 - m ^ 2) * P * r, m * w * P * r, 0]‖ ^ 2 = _
      rw [e2, hn]
      linear_combination hout + (1 - 2 * r * (M ^ 2 - m ^ 2)) * h1 - 2 * (M ^ 2 + m * E) * hr
  have hp : (!₂[P, 0, 0] : E3) ≠ 0 := fun h0 =>
    hP (by simpa using congrArg (fun v : E3 => v 0) h0)
  refine ⟨hel, (angle_bound hel hm.le hmM hp).2.2.mpr ?_⟩
  rw [hk]
  show (M ^ 2 + m * E) * (M ^ 2 * (E + m) * r) = M ^ 2 * (E + m)
  linear_combination M ^ 2 * (E + m) * hr

end

end HeavyProjectileLabKinematics
```

```lean
#print axioms HeavyProjectileLabKinematics.lab_bounds
```

```
'HeavyProjectileLabKinematics.lab_bounds' depends on axioms: [propext, Classical.choice, Quot.sound]
```

### How the proofs track the algebra

`inner_eq` substitutes conservation into the recoil shell and closes with a `linear_combination` of the three shell conditions. `transverse_identity` replaces the squared norms by energies, and `ring` confirms the perfect square. `forward` obtains \(E>M\) and \(E'\ge M\) by contradiction and hands the two products of the rearrangement to `nlinarith`. In `angle_bound`, `key` rewrites the identity through \(\sin^2\theta+\cos^2\theta=1\); `hsin` compares nonnegative roots and cancels \(|\mathbf p||\mathbf p'|\), and `hhalf` places \(\theta\) where arcsine inverts sine. `t_eq` is \(t=-2mT\), and `t_bound` makes the same split on the sign of \(T\) after Cauchy–Schwarz in `cs`. `norm_cross_sq` proves Lagrange's identity in components, which `lab_bounds` combines with the square.

Both limits are attained. `t_bound_witness` shows that, for any on-shell \(k\) and \(m>0\), the recoil `headOnRecoil` with energy \(m+2m|\mathbf p|^2/s\) and momentum \(2mA\,\mathbf p/s\) gives an elastic event with \(t=-4m^2|\mathbf p|^2/s\). `angle_bound_witness` takes \(0<m<M\) and \(\mathbf p=(P,0,0)\) with \(P\ne0\), and scatters into `maxAngleOut`, \(E'=M^2A/B\) and \(\mathbf p'=(P/B)\,(M^2-m^2,\;m\sqrt{M^2-m^2},\;0)\); it verifies the shells and energy signs, then invokes the equality condition.

### The square root in your solver

For two-body elastic scattering on a lighter free target at rest, these bounds restrict the range over which a tree-level QED cross section in \(t\) or \(\theta\) is integrated or sampled. What follows is plain algebra and commentary that no theorem in the file states. Squaring \(|\mathbf p||\mathbf p'|\cos\theta+B=AE'\) gives a quadratic for \(|\mathbf p'|\) with roots
\[ |\mathbf p'|=|\mathbf p|\,\frac{B\cos\theta\pm A\sqrt{m^2-M^2\sin^2\theta}}{A^2-|\mathbf p|^2\cos^2\theta}, \]
which become complex beyond the maximal sine and merge at it. For \(\theta>\pi/2\) any real roots are negative and must be discarded. The tree-level cross section \(d\sigma/dt\) grows like \(1/t^2\) as \(t\to0\), so sampling it also needs a cut-off \(t_{\max}<0\). Drawing \(t\) between \(-4m^2|\mathbf p|^2/s\) and \(t_{\max}\), then setting \(E'=E+t/(2m)\) and reading \(\cos\theta\) from \(\mathbf p\cdot\mathbf p'=AE'-B\), avoids both the complex values and the choice of branch.

### Energies as functions of momentum

An alternative model takes only the three-momenta as variables and defines each energy as \(\sqrt{\text{mass}^2+|\text{momentum}|^2}\). The shell conditions would become lemmas, positivity would follow for nonzero mass, and the hypothesis would shrink to \(\sqrt{M^2+|\mathbf p|^2}+m=\sqrt{M^2+|\mathbf p'|^2}+\sqrt{m^2+|\mathbf p-\mathbf p'|^2}\). The bounds would be the same, but a preliminary lemma would first square away the roots to recover the polynomial relations that `Elastic` supplies directly.
